# For positive coupling, the one-phonon Dyson equation at the bottom of a Fröhlich band has exactly one root below the emission threshold

An electron at the bottom of a Fröhlich band, with phonon energy 1 and coupling `α > 0`, has the one-phonon self-energy Σ(E) = -(2α/π) ∫₀^∞ dq / (1 - E + q²), with energies measured from the bare band bottom. The theorem says that E = Σ(E) has exactly one solution with E < 1, and that this solution lies strictly between -α and 0. The attempt first turns the equation into the cubic E²(1 - E) = α² with E < 0. It gets a root from the intermediate value theorem and its uniqueness by factoring the difference of two cubics. For the lower bound it supposes E ≤ -α, so that E² ≥ α², and uses E²(-E) > 0 to contradict the cubic.

The failing Lean file:

```lean
import Mathlib

open MeasureTheory Set Filter
open scoped Real Topology

namespace DysonRootUnique

noncomputable section

/-- One-phonon self-energy at the bottom of a Fröhlich band, with phonon energy 1 and coupling `α`,
as an integral over the phonon momentum `q`; its domain is `w < 1`, below the emission threshold. -/
def selfEnergy (α w : ℝ) : ℝ :=
  -(2 * α / π) * ∫ q in Ioi (0 : ℝ), 1 / (1 - w + q ^ 2)

/-- `E` lies below the phonon emission threshold and solves the Dyson equation `E = Σ(E)`,
with energies measured from the bare band bottom. -/
def IsDysonRoot (α E : ℝ) : Prop :=
  E < 1 ∧ E = selfEnergy α E

/-- Below threshold, measuring `q` in units of `√(1 - w)` turns the energy denominator into a
Lorentzian of unit width. -/
theorem kernel_rescale {w : ℝ} (hw : w < 1) (q : ℝ) :
    1 / (1 - w + q ^ 2) = (1 - w)⁻¹ * (1 + ((√(1 - w))⁻¹ * q) ^ 2)⁻¹ := by
  have h : 0 < 1 - w := by linarith
  rw [mul_pow, inv_pow, Real.sq_sqrt h.le, one_div, ← mul_inv, mul_add, mul_one,
    mul_inv_cancel_left₀ h.ne']

/-- Below threshold the momentum integral converges, and its value is `π / (2 √(1 - w))`. -/
theorem momentum_integral {w : ℝ} (hw : w < 1) :
    IntegrableOn (fun q : ℝ => 1 / (1 - w + q ^ 2)) (Ioi 0) ∧
      ∫ q in Ioi (0 : ℝ), 1 / (1 - w + q ^ 2) = π / (2 * √(1 - w)) := by
  have h : 0 < 1 - w := by linarith
  have hs : 0 < √(1 - w) := Real.sqrt_pos.2 h
  have hs' : √(1 - w) ≠ 0 := hs.ne'
  simp_rw [kernel_rescale hw]
  constructor
  · exact ((integrable_inv_one_add_sq.comp_mul_left' (inv_pos.2 hs).ne').const_mul _).integrableOn
  · -- substitute the rescaled momentum and use the arctangent integral
    have hI := integral_comp_mul_left_Ioi (fun x : ℝ => (1 + x ^ 2)⁻¹) 0 (inv_pos.2 hs)
    simp only [mul_zero, integral_Ioi_inv_one_add_sq, Real.arctan_zero, sub_zero, inv_inv,
      smul_eq_mul] at hI
    have e : (1 - w)⁻¹ = (√(1 - w))⁻¹ * (√(1 - w))⁻¹ := by
      rw [← mul_inv, Real.mul_self_sqrt h.le]
    rw [integral_const_mul, hI, e]
    field_simp

/-- Closed form of the self-energy below threshold: `Σ(w) = -α / √(1 - w)` for `w < 1`. -/
theorem selfEnergy_eq (α : ℝ) {w : ℝ} (hw : w < 1) :
    selfEnergy α w = -α / √(1 - w) := by
  have hs : √(1 - w) ≠ 0 := (Real.sqrt_pos.2 (by linarith)).ne'
  have hpi : π ≠ 0 := Real.pi_ne_zero
  rw [selfEnergy, (momentum_integral hw).2]
  field_simp

/-- For `α > 0` the Dyson equation below threshold is equivalent to the cubic
`E² (1 - E) = α²` restricted to negative energies. -/
theorem isDysonRoot_iff {α : ℝ} (hα : 0 < α) (E : ℝ) :
    IsDysonRoot α E ↔ E < 0 ∧ E ^ 2 * (1 - E) = α ^ 2 := by
  constructor
  · rintro ⟨h1, h2⟩
    have h : 0 < 1 - E := by linarith
    have hs : 0 < √(1 - E) := Real.sqrt_pos.2 h
    rw [selfEnergy_eq α h1, eq_div_iff hs.ne'] at h2
    refine ⟨by by_contra hE; nlinarith [mul_nonneg (not_lt.1 hE) hs.le], ?_⟩
    calc E ^ 2 * (1 - E) = (E * √(1 - E)) ^ 2 := by rw [mul_pow, Real.sq_sqrt h.le]
      _ = α ^ 2 := by rw [h2]; ring
  · rintro ⟨h1, h2⟩
    have h : 0 < 1 - E := by linarith
    have hs : 0 < √(1 - E) := Real.sqrt_pos.2 h
    refine ⟨by linarith, ?_⟩
    rw [selfEnergy_eq α (by linarith), eq_div_iff hs.ne']
    have hsq : (E * √(1 - E)) ^ 2 = α ^ 2 := by rw [mul_pow, Real.sq_sqrt h.le, h2]
    have hneg : E * √(1 - E) < 0 := mul_neg_of_neg_of_pos h1 hs
    -- the square fixes the product up to sign, and the product is negative
    rcases sq_eq_sq_iff_eq_or_eq_neg.1 hsq with h3 | h3
    · linarith
    · exact h3

/-- For every `α > 0` the Dyson equation has exactly one root below the emission threshold,
and this root lies strictly between `-α` and `0`. -/
theorem dyson_root_unique {α : ℝ} (hα : 0 < α) :
    (∃! E, IsDysonRoot α E) ∧ ∀ E, IsDysonRoot α E → -α < E ∧ E < 0 := by
  simp only [isDysonRoot_iff hα]
  constructor
  · -- existence: intermediate values of x² (1 + x) for the binding energy x = -E
    have hc : ContinuousOn (fun x : ℝ => x ^ 2 * (1 + x)) (Icc 0 α) := by fun_prop
    have hmem : α ^ 2 ∈ Icc ((0 : ℝ) ^ 2 * (1 + 0)) (α ^ 2 * (1 + α)) :=
      ⟨by nlinarith [sq_nonneg α], by nlinarith [pow_pos hα 3]⟩
    obtain ⟨x, hx, hxα⟩ := intermediate_value_Icc hα.le hc hmem
    have hxα' : x ^ 2 * (1 + x) = α ^ 2 := hxα
    have hx0 : x ≠ 0 := by
      rintro rfl
      nlinarith [pow_pos hα 2]
    have hxpos : 0 < x := lt_of_le_of_ne hx.1 hx0.symm
    refine ⟨-x, ⟨by linarith, by linear_combination hxα'⟩, ?_⟩
    -- uniqueness: factor the difference of the two cubics
    rintro y ⟨hy, hyα⟩
    have hf : (y + x) * (y - x - (y ^ 2 - y * x + x ^ 2)) = 0 := by
      linear_combination hyα - hxα'
    have hne : y - x - (y ^ 2 - y * x + x ^ 2) ≠ 0 := by
      have hyx : y * x < 0 := mul_neg_of_neg_of_pos hy hxpos
      nlinarith [sq_nonneg y, sq_nonneg x]
    rcases mul_eq_zero.1 hf with h | h
    · linarith
    · exact absurd h hne
  · rintro E ⟨h1, h2⟩
    refine ⟨?_, h1⟩
    have h3 : 0 < E ^ 2 * (-E) := mul_pos (pow_pos_of_neg_sq h1) (by linarith)
    by_contra h
    have h4 : 0 ≤ (-E - α) * (-E + α) := mul_nonneg (by linarith) (by linarith)
    nlinarith
where
  pow_pos_of_neg_sq {E : ℝ} (h : E < 0) : 0 < E ^ 2 := by positivity

end

end DysonRootUnique
```

Messages:

```
Main.lean:113:58: error: failed to prove strict positivity, but it would be possible to prove nonnegativity if desired
```

The mended proof, as a diff:

```diff
@@ -106,10 +106,8 @@
   · rintro E ⟨h1, h2⟩
     refine ⟨?_, h1⟩
-    have h3 : 0 < E ^ 2 * (-E) := mul_pos (pow_pos_of_neg_sq h1) (by linarith)
+    have h3 : 0 < (-E) ^ 3 := pow_pos (by linarith) 3
     by_contra h
     have h4 : 0 ≤ (-E - α) * (-E + α) := mul_nonneg (by linarith) (by linarith)
     nlinarith
-where
-  pow_pos_of_neg_sq {E : ℝ} (h : E < 0) : 0 < E ^ 2 := by positivity
 
 end
```

Diagnosis. The error is in the helper `pow_pos_of_neg_sq`, which asks `positivity` to prove `0 < E ^ 2` from `h : E < 0`. The claim is true, but an even power is strictly positive only when its base is nonzero, and `positivity` does not derive `E ≠ 0` from `E < 0` here. It can still see that a square is nonnegative, which is the weaker result the message offers.

The repair makes `h3` say `0 < (-E) ^ 3` and proves it with `pow_pos`, which needs only `0 < -E`; `linarith` gets that from `h1`. Since (-E)³ equals E²(-E), the final `nlinarith` has the same fact to work with as before. The helper is no longer used, and deleting it, together with its `where`, removes the failing `positivity` call.
